# A normalized spin-1 state (a, b, c) has a quantization axis exactly when |b² − 2ac| is 0 or 1

Take a spin-1 state with amplitudes $a$ and $c$ on $J_z=1$ and $J_z=-1$, both nonzero, and nothing on $J_z=0$. Let $n=(x,y,z)$ be a real unit vector and put $p=(x-iy)/\sqrt2$. With $\hbar=1$, the spin component along $n$ acts as

$$n\cdot J\,(a,0,c)=(za,\ \bar p a+pc,\ -zc).$$

If this equals $m(a,0,c)$, the outer entries give $z=m=-z$, so $m=z=0$ and $|p|=1/\sqrt2$. The middle entry then gives $\bar p a=-pc$, hence $|a|=|c|$. A superposition of the two states with unequal nonzero weights is therefore not an eigenvector of any spin component.

For a general normalized state $(a,b,c)$, the weights are replaced by one complex number,

$$D=b^2-2ac.$$

Call a real unit vector $n$ a quantization axis of the state if the state is an eigenvector of $n\cdot J$. Such an axis exists exactly when $|D|$ is 0 or 1. For a single spin-1 system in a pure state, this separates the states that an ideal Stern–Gerlach selection of one outcome can prepare from those that it cannot.

## Spin matrices and the meaning of an axis

The amplitudes refer to the ordered basis $J_z=1,0,-1$. Lean numbers these entries 0, 1, 2.

```lean
import Mathlib

open Matrix ComplexConjugate

namespace SpinOneQuantizationAxis

noncomputable section
```

The transverse matrices carry the usual factor $1/\sqrt2$:

$$J_x=\frac1{\sqrt2}\begin{pmatrix}0&1&0\\1&0&1\\0&1&0\end{pmatrix},\qquad
J_y=\frac1{\sqrt2}\begin{pmatrix}0&-i&0\\i&0&-i\\0&i&0\end{pmatrix}.$$

```lean
/-- The spin-1 matrix of `Jx` in the basis `Jz = 1, 0, -1` (with `ħ = 1`). -/
def Jx : Matrix (Fin 3) (Fin 3) ℂ :=
  ((Real.sqrt 2 : ℝ) : ℂ)⁻¹ • !![0, 1, 0; 1, 0, 1; 0, 1, 0]

/-- The spin-1 matrix of `Jy` in the same basis. -/
def Jy : Matrix (Fin 3) (Fin 3) ℂ :=
  ((Real.sqrt 2 : ℝ) : ℂ)⁻¹ •
    !![0, -Complex.I, 0; Complex.I, 0, -Complex.I; 0, Complex.I, 0]
```

The longitudinal matrix is $J_z=\mathrm{diag}(1,0,-1)$.

```lean
/-- The spin-1 matrix of `Jz`. -/
def Jz : Matrix (Fin 3) (Fin 3) ℂ := !![1, 0, 0; 0, 0, 0; 0, 0, -1]
```

The component along a real vector is $n\cdot J=xJ_x+yJ_y+zJ_z$. The definition takes any real $x,y,z$; unit length is imposed separately.

```lean
/-- The spin component `n·J` along the real vector `n = (x, y, z)`. -/
def spinAlong (x y z : ℝ) : Matrix (Fin 3) (Fin 3) ℂ :=
  (x : ℂ) • Jx + (y : ℂ) • Jy + (z : ℂ) • Jz
```

`HasAxisWith a b c m` says that some real unit vector $n$ satisfies $n\cdot J\,\psi=m\psi$ for $\psi=(a,b,c)$. The number $m$ may be complex, so its reality is not assumed. The definition alone would admit the zero vector, but the theorems below concern normalized states, for which the equation does make $\psi$ an eigenvector.

```lean
/-- Along some real unit vector `n`, the state `(a, b, c)` satisfies the eigenvalue
equation of `n·J` with eigenvalue `m`. -/
def HasAxisWith (a b c m : ℂ) : Prop :=
  ∃ x y z : ℝ, x ^ 2 + y ^ 2 + z ^ 2 = 1 ∧
    spinAlong x y z *ᵥ ![a, b, c] = m • ![a, b, c]
```

## Three scalar equations

Adding the matrices gives

$$n\cdot J=\begin{pmatrix}z&p&0\\ \bar p&0&p\\0&\bar p&-z\end{pmatrix},\qquad
n\cdot J\,\psi=(za+pb,\ \bar pa+pc,\ \bar pb-zc).$$

Lean checks the matrix entry by entry and then multiplies it by the vector.

```lean
/-- The spin component in terms of `p = (x - iy)/√2`, acting on a state `(a, b, c)`. -/
theorem spinAlong_mulVec (x y z : ℝ) (p a b c : ℂ)
    (hp : p = ((Real.sqrt 2 : ℝ) : ℂ)⁻¹ * (x - y * Complex.I)) :
    spinAlong x y z *ᵥ ![a, b, c] =
      ![z * a + p * b, conj p * a + p * c, conj p * b - z * c] := by
  have hM : spinAlong x y z = !![(z : ℂ), p, 0; conj p, 0, p; 0, conj p, -(z : ℂ)] := by
    subst hp
    ext i j
    fin_cases i <;> fin_cases j <;> simp [spinAlong, Jx, Jy, Jz] <;> ring
  rw [hM]
  ext i
  fin_cases i <;> simp [Matrix.mulVec, dotProduct, Fin.sum_univ_succ]
  ring
```

Since $2|p|^2=x^2+y^2$, having an axis with eigenvalue $m$ means finding complex $p$ and real $z$ such that

$$z^2+2|p|^2=1,$$
$$za+pb=ma,\qquad \bar pa+pc=mb,\qquad \bar pb-zc=mc.$$

Conversely, any such pair gives back a real direction through $x=\sqrt2\,\mathrm{Re}\,p$ and $y=-\sqrt2\,\mathrm{Im}\,p$. The two halves of the next proof are these two translations; most of their length goes into $(\sqrt2)^2=2$ and the passage between real and complex numbers.

```lean
/-- An axis with eigenvalue `m` exists exactly when some complex `p` and real `z` satisfy the
unit-length condition `z² + 2|p|² = 1` and the three scalar eigenvalue equations. -/
theorem hasAxisWith_iff (a b c m : ℂ) :
    HasAxisWith a b c m ↔ ∃ (p : ℂ) (z : ℝ), (z : ℂ) ^ 2 + 2 * (p * conj p) = 1 ∧
      z * a + p * b = m * a ∧ conj p * a + p * c = m * b ∧
      conj p * b - z * c = m * c := by
  have hs : Real.sqrt 2 * Real.sqrt 2 = 2 := Real.mul_self_sqrt (by norm_num)
  have hsC : ((Real.sqrt 2 : ℝ) : ℂ) * ((Real.sqrt 2 : ℝ) : ℂ) = 2 := by exact_mod_cast hs
  have h0 : ((Real.sqrt 2 : ℝ) : ℂ) ≠ 0 := by
    intro h
    rw [h] at hsC
    norm_num at hsC
  have e : ((Real.sqrt 2 : ℝ) : ℂ)⁻¹ * ((Real.sqrt 2 : ℝ) : ℂ) = 1 := inv_mul_cancel₀ h0
  constructor
  · rintro ⟨x, y, z, hn, h⟩
    rw [spinAlong_mulVec x y z _ a b c rfl] at h
    refine ⟨_, z, ?_, congrFun h 0, congrFun h 1, congrFun h 2⟩
    have hnC : (x : ℂ) ^ 2 + (y : ℂ) ^ 2 + (z : ℂ) ^ 2 = 1 := by exact_mod_cast hn
    have hi : ((Real.sqrt 2 : ℝ) : ℂ)⁻¹ * ((Real.sqrt 2 : ℝ) : ℂ)⁻¹ * 2 = 1 := by
      rw [← hsC, mul_mul_mul_comm, e, one_mul]
    have hq : conj (((Real.sqrt 2 : ℝ) : ℂ)⁻¹ * (x - y * Complex.I)) =
        ((Real.sqrt 2 : ℝ) : ℂ)⁻¹ * (x + y * Complex.I) := by simp
    rw [hq]
    linear_combination hnC + ((x : ℂ) ^ 2 + (y : ℂ) ^ 2) * hi -
      2 * (((Real.sqrt 2 : ℝ) : ℂ)⁻¹) ^ 2 * (y : ℂ) ^ 2 * Complex.I_sq
  · rintro ⟨p, z, hn, h1, h2, h3⟩
    refine ⟨Real.sqrt 2 * p.re, -(Real.sqrt 2 * p.im), z, ?_, ?_⟩
    · rw [Complex.mul_conj] at hn
      have h : z ^ 2 + 2 * Complex.normSq p = 1 := by exact_mod_cast hn
      rw [Complex.normSq_apply] at h
      linear_combination h + (p.re ^ 2 + p.im ^ 2) * hs
    · rw [spinAlong_mulVec _ _ z p a b c (by
        rw [Complex.ofReal_neg, Complex.ofReal_mul, Complex.ofReal_mul]
        linear_combination -(Complex.re_add_im p) - (p.re + p.im * Complex.I) * e)]
      ext i
      fin_cases i
      exacts [h1, h2, h3]
```

Normalization is used in the form $a\bar a+b\bar b+c\bar c=1$, which can enter complex algebra directly.

```lean
/-- For a normalized state the squared amplitudes add up to one, as a complex identity. -/
theorem normalized {a b c : ℂ} (h : ‖a‖ ^ 2 + ‖b‖ ^ 2 + ‖c‖ ^ 2 = 1) :
    a * conj a + b * conj b + c * conj c = 1 := by
  simp only [Complex.mul_conj, Complex.normSq_eq_norm_sq]
  exact_mod_cast h
```

## Eigenvalue one: D vanishes

Multiply the three eigenvalue equations by $c$, $-b$ and $a$, and add. The left side cancels:

$$zac+pbc-\bar pab-pbc+\bar pab-zac=0,$$

while the right side is $m(2ac-b^2)$. Hence $mD=0$, and $m=1$ forces $D=0$.

For the converse, use the mean spin vector as the direction:

$$p=a\bar b+b\bar c,\qquad z=|a|^2-|c|^2.$$

If $b^2=2ac$, the three equations hold with $m=1$:

$$\begin{aligned}
za+pb&=a(|a|^2+|b|^2-|c|^2)+\bar c b^2=a,\\
\bar pa+pc&=b(|a|^2+|c|^2)+2ac\bar b=b,\\
\bar pb-zc&=c(|b|^2+|c|^2-|a|^2)+\bar a b^2=c.
\end{aligned}$$

Each last step uses $b^2=2ac$ and normalization. Expanding the squared length gives

$$z^2+2|p|^2=(|a|^2+|b|^2+|c|^2)^2-|D|^2=1.$$

In the proof, `linear_combination` receives the multipliers of these relations and verifies the remaining polynomial identity. Eigenvalue $-1$ needs no separate treatment, because reversing $n$ turns it into $1$.

```lean
/-- A normalized state has eigenvalue 1 along some axis exactly when `b² = 2ac`. -/
theorem hasAxisWith_one_iff {a b c : ℂ} (h : ‖a‖ ^ 2 + ‖b‖ ^ 2 + ‖c‖ ^ 2 = 1) :
    HasAxisWith a b c 1 ↔ b ^ 2 - 2 * a * c = 0 := by
  have hN := normalized h
  rw [hasAxisWith_iff]
  constructor
  · rintro ⟨p, z, -, h0, h1, h2⟩
    linear_combination c * h0 - b * h1 + a * h2
  · intro hD
    -- the axis is the mean spin vector
    have hz : ((Complex.normSq a - Complex.normSq c : ℝ) : ℂ) =
        a * conj a - c * conj c := by
      rw [Complex.mul_conj, Complex.mul_conj, Complex.ofReal_sub]
    have hq : conj (a * conj b + b * conj c) = conj a * b + conj b * c := by
      simp only [map_add, map_mul, Complex.conj_conj]
    refine ⟨a * conj b + b * conj c, Complex.normSq a - Complex.normSq c, ?_, ?_, ?_, ?_⟩
    · rw [hz, hq]
      linear_combination (a * conj a + b * conj b + c * conj c + 1) * hN -
        (conj b ^ 2 - 2 * conj a * conj c) * hD
    · rw [hz]
      linear_combination a * hN + conj c * hD
    · rw [hq]
      linear_combination b * hN - conj b * hD
    · rw [hz, hq]
      linear_combination c * hN + conj a * hD
```

## Eigenvalue zero: D has modulus one

Suppose that $m=0$. The unit vector $v=(-p,z,\bar p)$ is annihilated by $n\cdot J$, and $\psi$ must be a multiple of it. To see this, set

$$k=zb-\bar pa+pc.$$

The eigenvalue equations now read $pb=-za$, $pc=-\bar pa$ and $\bar pb=zc$. They give

$$\begin{aligned}
-kp&=-zpb+|p|^2a-p^2c=(z^2+2|p|^2)a=a,\\
kz&=z^2b-z\bar pa+zpc=(z^2+2|p|^2)b=b,\\
k\bar p&=z\bar pb-\bar p^2a+|p|^2c=(z^2+2|p|^2)c=c.
\end{aligned}$$

So $\psi=kv$. Normalization gives $|k|=1$, and

$$D=k^2(z^2+2|p|^2)=k^2,$$

so $|D|=1$.

Conversely, let $|D|=1$ and choose a complex square root $k$ of $D$, so that $|k|=1$. Expanding two squared moduli yields

$$|b\bar k-\bar bk|^2+2|a\bar k+\bar ck|^2
=2|k|^2-\bar k^2D-k^2\bar D=2-1-1=0.$$

Both terms are nonnegative, so both vanish. Thus $b\bar k$ is real and $a\bar k=-\bar ck$. Choose

$$z=b\bar k,\qquad p=-a\bar k,\qquad\text{so that}\quad \bar p=c\bar k.$$

Then $a=-kp$, $b=kz$ and $c=k\bar p$, which makes the three left sides vanish:

$$-kzp+kpz=0,\qquad -k|p|^2+k|p|^2=0,\qquad kz\bar p-kz\bar p=0.$$

The length is also right, since $z^2+2|p|^2=\bar k^2(b^2-2ac)=\bar k^2k^2=1$.

In Lean, `hS` is the sum of squares, `hX` and `hY` are its two vanishing terms, and `hre` records that $b\bar k$ equals its real part. That last fact supplies the real $z$ that the definition of an axis requires.

```lean
/-- A normalized state has eigenvalue 0 along some axis exactly when `|b² - 2ac| = 1`. -/
theorem hasAxisWith_zero_iff {a b c : ℂ} (h : ‖a‖ ^ 2 + ‖b‖ ^ 2 + ‖c‖ ^ 2 = 1) :
    HasAxisWith a b c 0 ↔ ‖b ^ 2 - 2 * a * c‖ = 1 := by
  have hN := normalized h
  rw [hasAxisWith_iff]
  constructor
  · rintro ⟨p, z, hz, h0, h1, h2⟩
    -- the state is a multiple k of the zero-eigenvalue vector of the axis
    obtain ⟨k, ha, hb, hc⟩ : ∃ k : ℂ, a = -(k * p) ∧ b = k * z ∧ c = k * conj p :=
      ⟨z * b - conj p * a + p * c,
        by linear_combination -a * hz + z * h0 + p * h1,
        by linear_combination -b * hz + conj p * h0 + p * h2,
        by linear_combination -c * hz - z * h2 + conj p * h1⟩
    have hD : b ^ 2 - 2 * a * c = k ^ 2 := by
      rw [ha, hb, hc]
      linear_combination k ^ 2 * hz
    rw [ha, hb, hc] at hN
    simp only [map_neg, map_mul, Complex.conj_ofReal, Complex.conj_conj] at hN
    have hk : k * conj k = 1 := by linear_combination hN - k * conj k * hz
    rw [Complex.mul_conj, Complex.normSq_eq_norm_sq] at hk
    rw [hD, norm_pow]
    exact_mod_cast hk
  · intro hD1
    -- remove the phase k, a square root of b² - 2ac
    obtain ⟨k, hD⟩ := IsAlgClosed.exists_pow_nat_eq (b ^ 2 - 2 * a * c) (n := 2) (by norm_num)
    have hk : k * conj k = 1 := by
      rw [← hD, norm_pow] at hD1
      rw [Complex.mul_conj, Complex.normSq_eq_norm_sq]
      exact_mod_cast hD1
    have hD' : conj k ^ 2 = conj b ^ 2 - 2 * conj a * conj c := by
      have := congrArg conj hD
      simpa only [map_sub, map_mul, map_pow, map_ofNat] using this
    have hS : (b * conj k - conj b * k) * conj (b * conj k - conj b * k) +
        2 * ((a * conj k + conj c * k) * conj (a * conj k + conj c * k)) = 0 := by
      simp only [map_sub, map_add, map_mul, Complex.conj_conj]
      linear_combination 2 * k * conj k * hN + conj k ^ 2 * hD + k ^ 2 * hD' -
        2 * k * conj k * hk
    rw [Complex.mul_conj, Complex.mul_conj] at hS
    have hR : Complex.normSq (b * conj k - conj b * k) +
        2 * Complex.normSq (a * conj k + conj c * k) = 0 := by exact_mod_cast hS
    have p1 := Complex.normSq_nonneg (b * conj k - conj b * k)
    have p2 := Complex.normSq_nonneg (a * conj k + conj c * k)
    have hX := Complex.normSq_eq_zero.mp (le_antisymm (by linarith) p1)
    have hY := Complex.normSq_eq_zero.mp (le_antisymm (by linarith) p2)
    have hY' : conj a * k + c * conj k = 0 := by
      have := congrArg conj hY
      simpa only [map_add, map_mul, Complex.conj_conj, map_zero] using this
    have hre : ((b * conj k).re : ℂ) = b * conj k := Complex.conj_eq_iff_re.mp (by
      simp only [map_mul, Complex.conj_conj]
      linear_combination -hX)
    have hq : conj (-(a * conj k)) = -(conj a * k) := by
      simp only [map_neg, map_mul, Complex.conj_conj]
    refine ⟨-(a * conj k), (b * conj k).re, ?_, ?_, ?_, ?_⟩
    · rw [hre, hq]
      linear_combination 2 * a * conj k * hY' - conj k ^ 2 * hD + (k * conj k + 1) * hk
    · rw [hre]
      ring
    · rw [hq]
      linear_combination -a * hY'
    · rw [hre, hq]
      linear_combination -b * hY'
```

## The criterion for an arbitrary eigenvalue

If $\psi$ has an axis with $m\ne0$, the relation $mD=0$ gives $D=0$. If $m=0$, the preceding result gives $|D|=1$. In the other direction, $D=0$ supplies an axis with eigenvalue 1, and $|D|=1$ supplies one with eigenvalue 0.

`quantization_axis_iff` states this for complex amplitudes under the normalization hypothesis `h`. The existential `∃ m` leaves the eigenvalue free, and the proof splits on whether it is zero. The theorem concerns pure states of spin 1; it does not treat density matrices or higher spins.

```lean
/-- A normalized spin-1 state `(a, b, c)` is an eigenvector of `n·J` for some real unit
vector `n` if and only if `|b² - 2ac|` is 0 or 1. -/
theorem quantization_axis_iff {a b c : ℂ} (h : ‖a‖ ^ 2 + ‖b‖ ^ 2 + ‖c‖ ^ 2 = 1) :
    (∃ m, HasAxisWith a b c m) ↔
      ‖b ^ 2 - 2 * a * c‖ = 0 ∨ ‖b ^ 2 - 2 * a * c‖ = 1 := by
  constructor
  · rintro ⟨m, hm⟩
    by_cases h0 : m = 0
    · rw [h0] at hm
      exact Or.inr ((hasAxisWith_zero_iff h).mp hm)
    · obtain ⟨p, z, -, h1, h2, h3⟩ := (hasAxisWith_iff a b c m).mp hm
      -- the eigenvalue times b² - 2ac always vanishes
      have hmD : m * (b ^ 2 - 2 * a * c) = 0 := by
        linear_combination c * h1 - b * h2 + a * h3
      exact Or.inl (norm_eq_zero.mpr ((mul_eq_zero.mp hmD).resolve_left h0))
  · rintro (hD | hD)
    · exact ⟨1, (hasAxisWith_one_iff h).mpr (norm_eq_zero.mp hD)⟩
    · exact ⟨0, (hasAxisWith_zero_iff h).mpr hD⟩
```

## A family in which only isolated angles have an axis

Return to the opening superposition, now with $a=\cos t$, $b=0$ and $c=\sin t$ for real $t$. It is normalized, and

$$D=-2\cos t\sin t=-\sin2t.$$

An axis exists exactly when $|\sin2t|$ is 0 or 1, which means that $\sin2t=0$ or $\cos2t=0$. Since

$$\sin4t=2\sin2t\cos2t,$$

the condition is $\sin4t=0$, or $t$ an integer multiple of $\pi/4$. At $t=\pi/8$, for example, $|D|=1/\sqrt2$ and there is no axis.

The Lean proof substitutes this $D$ into the general criterion and uses $\sin^2 2t+\cos^2 2t=1$ to pass between $|\sin2t|=1$ and $\cos2t=0$. The theorem settles every angle in this one-parameter family; it makes no statement about the measure of the states without an axis in the full state space.

```lean
/-- The superposition of `Jz = 1` and `Jz = -1` with amplitudes `cos t` and `sin t` is an
eigenvector of some spin component only if `sin 4t = 0`, and then it is one. -/
theorem superposition_axis_iff (t : ℝ) :
    (∃ m, HasAxisWith (Real.cos t : ℝ) 0 (Real.sin t : ℝ) m) ↔ Real.sin (4 * t) = 0 := by
  have hu : ‖((Real.cos t : ℝ) : ℂ)‖ ^ 2 + ‖(0 : ℂ)‖ ^ 2 + ‖((Real.sin t : ℝ) : ℂ)‖ ^ 2 = 1 := by
    simp only [Complex.norm_real, Real.norm_eq_abs, sq_abs, norm_zero]
    linarith [Real.sin_sq_add_cos_sq t]
  have hD : (0 : ℂ) ^ 2 - 2 * ((Real.cos t : ℝ) : ℂ) * ((Real.sin t : ℝ) : ℂ) =
      ((-Real.sin (2 * t) : ℝ) : ℂ) := by
    rw [Real.sin_two_mul]
    push_cast
    ring
  have h4 : Real.sin (4 * t) = 2 * Real.sin (2 * t) * Real.cos (2 * t) := by
    rw [← Real.sin_two_mul]
    congr 1
    ring
  have hsc := Real.sin_sq_add_cos_sq (2 * t)
  rw [quantization_axis_iff hu, hD, Complex.norm_real, Real.norm_eq_abs, abs_neg, h4]
  constructor
  · rintro (h | h)
    · rw [abs_eq_zero.mp h]
      ring
    · have h1 : Real.sin (2 * t) ^ 2 = 1 := by
        rw [← sq_abs, h]
        norm_num
      have h2 : Real.cos (2 * t) = 0 := pow_eq_zero_iff two_ne_zero |>.mp (by linarith)
      rw [h2, mul_zero]
  · intro h
    rcases mul_eq_zero.mp h with h | h
    · exact Or.inl (abs_eq_zero.mpr (by linarith))
    · right
      have h1 : |Real.sin (2 * t)| ^ 2 = 1 := by
        rw [h] at hsc
        rw [sq_abs]
        linarith
      exact (pow_eq_one_iff_of_nonneg (abs_nonneg _) two_ne_zero).mp h1

end

end SpinOneQuantizationAxis
```

```lean
#print axioms SpinOneQuantizationAxis.hasAxisWith_zero_iff
#print axioms SpinOneQuantizationAxis.superposition_axis_iff
```

```
'SpinOneQuantizationAxis.hasAxisWith_zero_iff' depends on axioms: [propext, Classical.choice, Quot.sound]
'SpinOneQuantizationAxis.superposition_axis_iff' depends on axioms: [propext, Classical.choice, Quot.sound]
```
